# Two coupled bands with $L_{01}L_{10}>0$: the leading pairing eigenvalue exceeds both intraband couplings, and the sign of $L_{01}$ fixes the relative sign of its gaps

A: Take a real $2\times2$ matrix $L$ of pairing couplings between bands 0 and 1, with $L_{01}L_{10}>0$. Its larger eigenvalue $\Lambda$ is greater than both $L_{00}$ and $L_{11}$. Every real eigenvector $(\Delta_0,\Delta_1)$ belonging to $\Lambda$ has components of equal sign if $L_{01}>0$ and of opposite sign if $L_{01}<0$.

Q: That is a statement about matrices. Where is the superconductor?

A: In the gap equation near the transition, where it is linear in the gaps. In weak coupling, with $k_B=1$ and one cutoff scale $W$ for both bands,
$$\Delta_i=\ln(W/T)\sum_j L_{ij}\Delta_j ,\qquad L_{ij}=V_{ij}N_j .$$
Here $V_{ij}$ is the pairing interaction, positive for attraction, and $N_j$ is the density of states of band $j$. The numerical prefactor of the usual logarithm is absorbed in $W$. For $T<W$ the logarithm is positive, so a nonzero solution is an eigenvector, $L\Delta=\mu\Delta$, with $\mu=1/\ln(W/T)$.

Q: And the condition $L_{01}L_{10}>0$?

A: With $V_{01}=V_{10}$ and positive densities of states, the two interband entries have the same sign, so the condition says only that the bands are coupled. $L$ need not be symmetric, because $N_0$ and $N_1$ may differ.

Q: Derive the result by hand first.

A: The two rows of $L\Delta=\mu\Delta$ are
$$(\mu-L_{00})\Delta_0=L_{01}\Delta_1,\qquad (\mu-L_{11})\Delta_1=L_{10}\Delta_0 .$$
Multiply the first by $\mu-L_{11}$ and insert the second: $(\mu-L_{00})(\mu-L_{11})\Delta_0=L_{01}L_{10}\Delta_0$. The same relation holds for $\Delta_1$ by exchanging the roles of the rows. At least one gap is nonzero, so
$$(\mu-L_{00})(\mu-L_{11})=L_{01}L_{10}.$$
Conversely, for any root $\mu$ the pair $(L_{01},\mu-L_{00})$ is nonzero and satisfies both rows, so every root is an eigenvalue. The larger root is
$$\Lambda=\tfrac12\left(L_{00}+L_{11}+s\right),\qquad s=\sqrt{(L_{00}-L_{11})^2+4L_{01}L_{10}} .$$
Since $L_{01}L_{10}>0$, we have $s>|L_{00}-L_{11}|$, and therefore $\Lambda>\tfrac12(L_{00}+L_{11}+|L_{00}-L_{11}|)=\max(L_{00},L_{11})$.

For the signs, multiply the first row by $\Delta_0$:
$$L_{01}\Delta_0\Delta_1=(\mu-L_{00})\Delta_0^2 .$$
If $\Delta_0$ were zero, the first row would give $L_{01}\Delta_1=0$, hence $\Delta_1=0$, and no gap would be left. So $\Delta_0^2>0$. At $\mu=\Lambda$ the right side is positive, and $\Delta_0\Delta_1$ has the sign of $L_{01}$. The smaller root lies below both diagonal entries, so there the sign pattern is reversed.

Finally, $\mu=1/\ln(W/T)$ means $T=We^{-1/\mu}$, which increases with $\mu>0$. If $\Lambda>0$, the highest temperature below $W$ with a nonzero solution is $We^{-1/\Lambda}$.

Q: Give me numbers.

A: Take $L_{00}=0.4$, $L_{11}=0.1$, $L_{01}=-0.1$, $L_{10}=-0.4$, so the interband interaction is repulsive. Then $s=\sqrt{0.09+0.16}=0.5$ and $\Lambda=0.5$, above $0.4$. The eigenvector is proportional to $(1,-1)$: the rows give $0.4+0.1=0.5$ and $-0.4-0.1=-0.5$. The other eigenvalue is $0$, with eigenvector $(1,4)$ and equal signs. The transition moves from $We^{-2.5}\approx0.082\,W$ for band 0 alone to $We^{-2}\approx0.135\,W$.

Q: Now the Lean version. What is a gap there?

```lean
import Mathlib

open Matrix

namespace TwoBandGap

noncomputable section
```

A: A function `Δ : Fin 2 → ℝ`, that is, a pair of real numbers indexed by 0 and 1, the same indices as above. An eigenvector is called a gap mode, and it is required to be nonzero. Without that requirement every number would qualify as an eigenvalue.

```lean
/-- A gap mode of the coupling matrix `L`: a nonzero pair of real band gaps `Δ` that `L`
multiplies by the effective coupling `μ`. -/
def IsGapMode (L : Matrix (Fin 2) (Fin 2) ℝ) (μ : ℝ) (Δ : Fin 2 → ℝ) : Prop :=
  Δ ≠ 0 ∧ L *ᵥ Δ = μ • Δ
```

Q: Gaps are complex in general.

A: The theorems concern real ones. For this $L$ the restriction is mild: the two eigenvalues are real and distinct, so a complex eigenvector is a common phase times a real one.

Q: And is $\Lambda$ defined to be the largest eigenvalue?

A: No, it is defined by the square-root formula. That it is the largest eigenvalue is a theorem below.

```lean
/-- The leading effective coupling of two bands, for a nonnegative product of the
interband couplings. -/
def leading (L : Matrix (Fin 2) (Fin 2) ℝ) : ℝ :=
  (L 0 0 + L 1 1 + √((L 0 0 - L 1 1) ^ 2 + 4 * (L 0 1 * L 1 0))) / 2
```

The temperature formula and the gap equation are separate definitions as well.

```lean
/-- The weak-coupling transition temperature for cutoff scale `W` and effective coupling
`g > 0`. -/
def transitionTemp (W g : ℝ) : ℝ := W * Real.exp (-(1 / g))

/-- The linearised gap equation at temperature `T`, for `0 < T < W`, has the nonzero
solution `Δ`. -/
def SolvesGapEquation (W : ℝ) (L : Matrix (Fin 2) (Fin 2) ℝ) (T : ℝ)
    (Δ : Fin 2 → ℝ) : Prop :=
  Δ ≠ 0 ∧ Δ = Real.log (W / T) • (L *ᵥ Δ)
```

Q: So the logarithm is assumed.

A: Yes. It is the weak-coupling form for isotropic gaps with a common cutoff, and it is physically meaningful only for $T$ well below $W$. Retardation, momentum dependence within a band and fluctuations are absent. The nonlinear gap equation is absent too, so the transition is identified with the highest temperature below $W$ at which the linear equation has a nonzero solution. The restriction matters: a negative eigenvalue gives a formal solution at some $T>W$, where the equation has no physical meaning.

Q: Then show me that the proof follows your derivation.

A: It begins by writing the matrix equation as the two rows.

```lean
variable {L : Matrix (Fin 2) (Fin 2) ℝ} {μ : ℝ} {Δ : Fin 2 → ℝ}

/-- The matrix equation for the gaps, written out band by band. -/
theorem gap_components : L *ᵥ Δ = μ • Δ ↔
    L 0 0 * Δ 0 + L 0 1 * Δ 1 = μ * Δ 0 ∧ L 1 0 * Δ 0 + L 1 1 * Δ 1 = μ * Δ 1 := by
  simp only [funext_iff, Fin.forall_fin_two, Matrix.mulVec, dotProduct,
    Fin.sum_univ_two, Pi.smul_apply, smul_eq_mul]
```

The secular equation comes next. The two `linear_combination` steps are the eliminations I did by hand: the secular determinant times each gap is zero. If the determinant were nonzero, both gaps would vanish, against the definition of a mode.

```lean
/-- The effective coupling of every gap mode satisfies the secular equation. -/
theorem secular (hm : IsGapMode L μ Δ) :
    (μ - L 0 0) * (μ - L 1 1) = L 0 1 * L 1 0 := by
  obtain ⟨hΔ, he⟩ := hm
  obtain ⟨h0, h1⟩ := gap_components.1 he
  by_contra hne
  have hd : (μ - L 0 0) * (μ - L 1 1) - L 0 1 * L 1 0 ≠ 0 := sub_ne_zero.2 hne
  -- the secular determinant annihilates both gaps
  have e0 : ((μ - L 0 0) * (μ - L 1 1) - L 0 1 * L 1 0) * Δ 0 = 0 := by
    linear_combination -(μ - L 1 1) * h0 - L 0 1 * h1
  have e1 : ((μ - L 0 0) * (μ - L 1 1) - L 0 1 * L 1 0) * Δ 1 = 0 := by
    linear_combination -(μ - L 0 0) * h1 - L 1 0 * h0
  exact hΔ (funext (Fin.forall_fin_two.2
    ⟨(mul_eq_zero.1 e0).resolve_left hd, (mul_eq_zero.1 e1).resolve_left hd⟩))
```

The bound on the diagonal entries compares squares. Since $s^2>(L_{00}-L_{11})^2$ and $s\ge0$, `abs_lt_of_sq_lt_sq` gives $|L_{00}-L_{11}|<s$. The rest is linear arithmetic for each band.

```lean
/-- For interband couplings of equal sign, the leading coupling exceeds the intraband coupling of
each band. -/
theorem diag_lt_leading (h : 0 < L 0 1 * L 1 0) : ∀ i, L i i < leading L := by
  have hs := Real.sq_sqrt
    (show 0 ≤ (L 0 0 - L 1 1) ^ 2 + 4 * (L 0 1 * L 1 0) by positivity)
  have ha := abs_lt.1 (abs_lt_of_sq_lt_sq
    (show (L 0 0 - L 1 1) ^ 2 < √((L 0 0 - L 1 1) ^ 2 + 4 * (L 0 1 * L 1 0)) ^ 2 by
      rw [hs]; linarith) (Real.sqrt_nonneg _))
  refine Fin.forall_fin_two.2 ⟨?_, ?_⟩ <;> unfold leading <;> linarith [ha.1, ha.2]
```

Q: Where does it become the largest eigenvalue?

A: Here. `IsGreatest` says two things: `leading L` belongs to the set of effective couplings of real gap modes, and nothing in that set lies above it.

```lean
/-- For interband couplings of equal sign, the leading coupling is the largest effective coupling of
any real gap mode. -/
theorem leading_isGreatest (h : 0 < L 0 1 * L 1 0) :
    IsGreatest {μ | ∃ Δ, IsGapMode L μ Δ} (leading L) := by
  have hs := Real.sq_sqrt
    (show 0 ≤ (L 0 0 - L 1 1) ^ 2 + 4 * (L 0 1 * L 1 0) by positivity)
  have hc : (leading L - L 0 0) * (leading L - L 1 1) = L 0 1 * L 1 0 := by
    unfold leading
    linear_combination hs / 4
  constructor
  · -- an explicit mode
    refine ⟨![L 0 1, leading L - L 0 0], fun hz => ?_, gap_components.2 ⟨?_, ?_⟩⟩
    · have h0 : L 0 1 = 0 := congrFun hz 0
      rw [h0, zero_mul] at h
      exact lt_irrefl _ h
    · change L 0 0 * L 0 1 + L 0 1 * (leading L - L 0 0) = leading L * L 0 1
      ring
    · change L 1 0 * L 0 1 + L 1 1 * (leading L - L 0 0)
        = leading L * (leading L - L 0 0)
      linear_combination -hc
  · rintro μ ⟨Δ, hm⟩
    by_contra hn
    have hμ : leading L < μ := lt_of_not_ge hn
    have h0 := diag_lt_leading h 0
    have h1 := diag_lt_leading h 1
    have hp := mul_pos (sub_pos.2 hμ)
      (show 0 < μ + leading L - L 0 0 - L 1 1 by linarith)
    nlinarith [secular hm]
```

For membership the proof gives the mode $(L_{01},\Lambda-L_{00})$, which is nonzero because $L_{01}\neq0$. The first row is an identity, and the second is the secular equation for $\Lambda$, called `hc`. For the bound, subtract the secular equations of $\mu$ and $\Lambda$:
$$(\mu-\Lambda)(\mu+\Lambda-L_{00}-L_{11})=0 .$$
If $\mu>\Lambda$, both factors are positive, which is impossible.

Q: And the signs? I want to know about the other eigenvalue too.

A: The next theorem treats both cases. Its fact `key` is the first row multiplied by $\Delta_0$.

```lean
/-- For interband couplings of equal sign, the product of the two gaps has the sign of these
couplings for a mode at the leading coupling, and the opposite sign for a mode at any other
coupling. -/
theorem relative_sign (h : 0 < L 0 1 * L 1 0) (hm : IsGapMode L μ Δ) :
    (μ = leading L → 0 < L 0 1 * (Δ 0 * Δ 1)) ∧
      (μ ≠ leading L → L 0 1 * (Δ 0 * Δ 1) < 0) := by
  have hsec := secular hm
  obtain ⟨g0, -⟩ := gap_components.1 hm.2
  have hb : L 0 1 ≠ 0 := left_ne_zero_of_mul h.ne'
  -- the gap of the first band cannot vanish
  have hΔ0 : Δ 0 ≠ 0 := by
    intro hz
    have h1 : L 0 1 * Δ 1 = 0 := by
      rw [hz] at g0
      linarith
    exact hm.1 (funext (Fin.forall_fin_two.2 ⟨hz, (mul_eq_zero.1 h1).resolve_left hb⟩))
  have hsq : 0 < Δ 0 ^ 2 := by positivity
  have key : L 0 1 * (Δ 0 * Δ 1) = (μ - L 0 0) * Δ 0 ^ 2 := by
    linear_combination Δ 0 * g0
  rw [key]
  constructor
  · intro hμ
    rw [hμ]
    exact mul_pos (sub_pos.2 (diag_lt_leading h 0)) hsq
  · intro hμ
    refine mul_neg_of_neg_of_pos ?_ hsq
    by_contra hn
    have hle : 0 ≤ μ - L 0 0 := le_of_not_gt hn
    have hd : 0 < μ - L 1 1 := by
      by_contra hd
      nlinarith [mul_nonneg hle (neg_nonneg.2 (le_of_not_gt hd))]
    -- a secular root above both intraband couplings is the leading one
    obtain ⟨Δ', hm'⟩ := (leading_isGreatest h).1
    have hf : (μ - leading L) * (μ + leading L - L 0 0 - L 1 1) = 0 := by
      linear_combination hsec - secular hm'
    have h0 := diag_lt_leading h 0
    rcases mul_eq_zero.1 hf with h1 | h1
    · exact hμ (sub_eq_zero.1 h1)
    · linarith
```

At $\mu=\Lambda$ the sign follows from $\Lambda>L_{00}$. For $\mu\neq\Lambda$ the proof must show $\mu<L_{00}$. Suppose $\mu\ge L_{00}$. The product in the secular equation is positive, so $\mu>L_{11}$ as well. Then the second factor in the difference of secular equations is positive, which forces $\mu=\Lambda$, a contradiction.

Q: Which theorem is the claim you opened with?

A: This one. Its three parts are that `leading L` is the greatest eigenvalue, that it exceeds the larger intraband coupling, and that every mode belonging to it has the stated signs.

```lean
/-- For interband couplings of equal sign, the largest effective coupling exceeds both
intraband couplings, and its gaps have equal signs for positive and opposite signs for
negative interband coupling. -/
theorem two_band_gap (h : 0 < L 0 1 * L 1 0) :
    IsGreatest {μ | ∃ Δ, IsGapMode L μ Δ} (leading L) ∧
      max (L 0 0) (L 1 1) < leading L ∧
      ∀ Δ, IsGapMode L (leading L) Δ →
        (0 < L 0 1 → 0 < Δ 0 * Δ 1) ∧ (L 0 1 < 0 → Δ 0 * Δ 1 < 0) := by
  refine ⟨leading_isGreatest h, max_lt (diag_lt_leading h 0) (diag_lt_leading h 1),
    fun Δ hm => ?_⟩
  have hs := (relative_sign h hm).1 rfl
  constructor
  · intro hb
    by_contra hn
    nlinarith [mul_nonneg hb.le (neg_nonneg.2 (le_of_not_gt hn))]
  · intro hb
    by_contra hn
    nlinarith [mul_nonneg (neg_nonneg.2 hb.le) (le_of_not_gt hn)]
```

The first two parts quote the earlier theorems. For the third, $L_{01}\Delta_0\Delta_1>0$ is already known, and the sign of $L_{01}$ then decides that of $\Delta_0\Delta_1$. "Equal signs" is expressed as $\Delta_0\Delta_1>0$, so neither gap can be zero, and reversing both gaps changes nothing.

Q: What breaks if I drop the hypothesis on the interband product?

A: Take $L_{00}=0.4$, $L_{11}=0.1$, $L_{01}=0.1$, $L_{10}=-0.2$. Then $s=\sqrt{0.09-0.08}=0.1$, and the larger eigenvalue is $0.3$, below $L_{00}$. The eigenvector is $(1,-1)$, with opposite signs although $L_{01}>0$. Both conclusions fail. This is a counter-example about matrices, not a physical superconductor: with $V_{01}=V_{10}$ and positive densities of states the interband entries cannot have opposite signs. In that physical setting the hypothesis fails only for uncoupled bands, where $\Lambda=\max(L_{00},L_{11})$ and the strict inequality is lost.

Q: Does the transition temperature really follow, or is it only a formula?

A: It follows from the linearised equation, provided $\Lambda>0$. That condition means that the coupled bands have a pairing channel with net attraction. It can hold even when neither band attracts by itself: for $L_{00}=L_{11}=0$ one has $\Lambda=\sqrt{L_{01}L_{10}}$.

```lean
/-- For interband couplings of equal sign and a positive leading coupling, the highest temperature
below the cutoff scale at which the linearised gap equation has a nonzero solution is the transition
temperature of that coupling. -/
theorem transition_isGreatest {W : ℝ} (hW : 0 < W) (h : 0 < L 0 1 * L 1 0)
    (hL : 0 < leading L) :
    IsGreatest {T | 0 < T ∧ T < W ∧ ∃ Δ, SolvesGapEquation W L T Δ}
      (transitionTemp W (leading L)) := by
  unfold transitionTemp
  have hT := mul_pos hW (Real.exp_pos (-(1 / leading L)))
  constructor
  · obtain ⟨Δ, hΔ, he⟩ := (leading_isGreatest h).1
    refine ⟨hT, mul_lt_of_lt_one_right hW (Real.exp_lt_one_iff.2 ?_), Δ, hΔ, ?_⟩
    · linarith [one_div_pos.2 hL]
    · have hlog : Real.log (W / (W * Real.exp (-(1 / leading L)))) = 1 / leading L := by
        rw [Real.log_div hW.ne' hT.ne', Real.log_mul hW.ne' (Real.exp_pos _).ne',
          Real.log_exp]
        ring
      rw [hlog, he, smul_smul, one_div_mul_cancel hL.ne', one_smul]
  · rintro T ⟨hT0, hTW, Δ, hΔ, hg⟩
    have hl : 0 < Real.log (W / T) := Real.log_pos ((one_lt_div hT0).2 hTW)
    -- a solution at temperature T is a gap mode with coupling 1 / log (W / T)
    have he : L *ᵥ Δ = (1 / Real.log (W / T)) • Δ := by
      calc L *ᵥ Δ = (1 / Real.log (W / T)) • (Real.log (W / T) • (L *ᵥ Δ)) := by
            rw [smul_smul, one_div_mul_cancel hl.ne', one_smul]
        _ = (1 / Real.log (W / T)) • Δ := by rw [← hg]
    have hle := (one_div_le hl hL).1 ((leading_isGreatest h).2 ⟨Δ, hΔ, he⟩)
    calc T = W * Real.exp (-Real.log (W / T)) := by
          rw [Real.exp_neg, Real.exp_log (div_pos hW hT0)]
          field_simp
      _ ≤ W * Real.exp (-(1 / leading L)) :=
          mul_le_mul_of_nonneg_left (Real.exp_le_exp.2 (neg_le_neg hle)) hW.le
```

The first half inserts $T=We^{-1/\Lambda}$, finds $\ln(W/T)=1/\Lambda$, and uses a mode belonging to $\Lambda$. The second half starts from any solution at $0<T<W$, turns it into a mode with $\mu=1/\ln(W/T)$, and uses $\mu\le\Lambda$. Hence $1/\Lambda\le\ln(W/T)$, and exponentiating gives $T\le We^{-1/\Lambda}$.

Q: And the comparison with a single band?

A: For one band alone the equation reads $1=L_{ii}\ln(W/T)$, which gives $T=We^{-1/L_{ii}}$ when $L_{ii}>0$. The last theorem compares this expression with the two-band one, at the same $W$ and the same intraband coupling.

```lean
/-- For interband couplings of equal sign, the transition temperature of the coupled bands exceeds
that of either band alone with an attractive intraband coupling. -/
theorem transition_enhanced {W : ℝ} (hW : 0 < W) (h : 0 < L 0 1 * L 1 0)
    (i : Fin 2) (hi : 0 < L i i) :
    transitionTemp W (L i i) < transitionTemp W (leading L) :=
  mul_lt_mul_of_pos_left (Real.exp_lt_exp.2
    (neg_lt_neg (one_div_lt_one_div_of_lt hi (diag_lt_leading h i)))) hW

end

end TwoBandGap
```

The proof is monotonicity: $0<L_{ii}<\Lambda$ gives $1/\Lambda<1/L_{ii}$, and the exponential keeps the order after the change of sign.

Q: So repulsion between the bands raises the transition temperature just as attraction does?

A: In this model, yes. Reversing the sign of both interband entries leaves their product, and so $\Lambda$, unchanged; only the relative sign of the gaps changes. Within the weak-coupling description with two isotropic gaps, this is the distinction between the sign-preserving and sign-changing $s$-wave states discussed for multiband superconductors.

```lean
#print axioms TwoBandGap.two_band_gap
#print axioms TwoBandGap.transition_isGreatest
#print axioms TwoBandGap.transition_enhanced
```

```
'TwoBandGap.two_band_gap' depends on axioms: [propext, Classical.choice, Quot.sound]
'TwoBandGap.transition_isGreatest' depends on axioms: [propext, Classical.choice, Quot.sound]
'TwoBandGap.transition_enhanced' depends on axioms: [propext, Classical.choice, Quot.sound]
```
